# Grid overlaps of band-limited waves: the aliasing error and the projector's free components

Let \(\psi\) and \(p\) be 1-periodic trigonometric polynomials with Fourier coefficients \(\psi_k\) and \(p_l\), where \(\psi\) has only frequencies \(|k|\le K\), and let \(2K<N\). The average of \(\bar p\,\psi\) over the grid points \(j/N\), \(0\le j<N\), differs from the exact overlap \(\sum_l \bar p_l\psi_l\) by at most

\[
\max_k|\psi_k|\sum_{|l|\ge N-K}|p_l| .
\]

The components \(p_l\) with \(K<|l|<N-K\) have no effect on the grid average.

In this one-dimensional model with finitely many frequencies, \(p\) plays the part of a PAW projector and \(\psi\) that of a smooth wave function. The free components are those that King-Smith's scheme adjusts to localise a projector in real space.

## Aliasing, frequency by frequency

Write \(e_n(x)=e^{2\pi i n x}\). Since \(\bar e_l e_k=e_{k-l}\),

\[
\bar p\,\psi=\sum_{l,k}\bar p_l\,\psi_k\,e_{k-l}.
\]

On the grid, \(e_n(j/N)=z^j\) with \(z=e^{2\pi i n/N}\). If \(N\) divides \(n\), then \(z=1\) and the average is 1. Otherwise \(z\ne1\), while \((1-z)\sum_{j<N}z^j=1-z^N=0\), so the average is 0. The grid overlap is therefore

\[
\sum_l\bar p_l A_l,\qquad A_l=\sum_{k\equiv l\ (\mathrm{mod}\ N)}\psi_k .
\]

Three cases settle the matter.

- If \(|l|<N-K\), every \(k\) in the band has \(|k-l|<N\), so only \(k=l\) can contribute and \(A_l=\psi_l\). These terms are exact.
- If also \(|l|>K\), then \(A_l=\psi_l=0\), and \(p_l\) is irrelevant.
- If \(|l|\ge N-K\), then \(|l|>K\) and \(\psi_l=0\), so the whole term \(\bar p_lA_l\) is error. Two contributing frequencies \(k,k'\) would differ by a multiple of \(N\), yet \(|k-k'|\le 2K<N\). At most one contributes, and \(|A_l|\le\max_k|\psi_k|\).

Summing the last case gives the bound.

For example, take \(N=5\) and \(K=1\), with \(\psi_0=1\), \(\psi_{-1}=0.5\), and \(p_0=1\), \(p_2=3\), \(p_4=0.1\), all other coefficients being zero. The large component \(p_2\) lies in the gap and drops out. The component \(p_4\) meets \(\psi_{-1}\), because \(-1\equiv4\) modulo 5. The grid overlap is \(1+0.1\cdot0.5=1.05\), the exact one is 1, and the error 0.05 respects the bound \(1\cdot0.1\).

## Coefficients, waves and overlaps in Lean

```lean
import Mathlib

open scoped ComplexConjugate

namespace KingSmithWindow

noncomputable section
```

The plane wave \(e_k\) is `mode k`.

```lean
/-- The plane wave of integer frequency `k` on the unit period. -/
def mode (k : ℤ) (x : ℝ) : ℂ := Complex.exp (2 * Real.pi * Complex.I * k * x)
```

A trigonometric polynomial is given by its coefficients, a finitely supported function `ℤ →₀ ℂ`. A projector strictly confined to part of the period has infinitely many Fourier components and is not covered.

```lean
/-- The trigonometric polynomial with Fourier coefficients `c`. -/
def wave (c : ℤ →₀ ℂ) (x : ℝ) : ℂ := ∑ k ∈ c.support, c k * mode k x
```

The grid overlap is defined by actual sampling, and the exact overlap by coefficients.

```lean
/-- The average of `conj p * ψ` over the `N` grid points `j / N`. -/
def gridOverlap (N : ℕ) (p ψ : ℤ →₀ ℂ) : ℂ :=
  (∑ j ∈ Finset.range N, conj (wave p ((j : ℝ) / N)) * wave ψ ((j : ℝ) / N)) / N

/-- The overlap of projector and wave function as a sum over Fourier coefficients. -/
def overlap (p ψ : ℤ →₀ ℂ) : ℂ := ∑ l ∈ p.support, conj (p l) * ψ l
```

The band limit constrains only \(\psi\), and `aliased N ψ l` is \(A_l\).

```lean
/-- All frequencies of `ψ` satisfy `|k| ≤ K`. -/
def BandLimited (K : ℕ) (ψ : ℤ →₀ ℂ) : Prop := ∀ k : ℤ, (K : ℤ) < |k| → ψ k = 0

/-- The sum of all coefficients of `ψ` whose frequency equals `l` modulo `N`. -/
def aliased (N : ℕ) (ψ : ℤ →₀ ℂ) (l : ℤ) : ℂ :=
  ∑ k ∈ ψ.support, if (N : ℤ) ∣ k - l then ψ k else 0
```

## From plane waves to the aliased sum

The first lemma expands the product into difference frequencies.

```lean
/-- The product `conj p * ψ` is a double sum of plane waves at the difference frequencies. -/
theorem conj_wave_mul (p ψ : ℤ →₀ ℂ) (x : ℝ) :
    conj (wave p x) * wave ψ x =
      ∑ l ∈ p.support, ∑ k ∈ ψ.support, conj (p l) * ψ k * mode (k - l) x := by
  have hm : ∀ k l : ℤ, mode (k - l) x = conj (mode l x) * mode k x := by
    intro k l
    unfold mode
    rw [← Complex.exp_conj, ← Complex.exp_add]
    congr 1
    simp only [map_mul, Complex.conj_I, Complex.conj_ofReal, map_ofNat, map_intCast]
    push_cast
    ring
  unfold wave
  rw [map_sum, Finset.sum_mul_sum]
  refine Finset.sum_congr rfl fun l _ => Finset.sum_congr rfl fun k _ => ?_
  rw [map_mul, hm]
  ring
```

Integrating that expansion over one period leaves only \(k=l\), which identifies `overlap` with the continuum integral.

```lean
/-- The coefficient sum `overlap` is the integral of `conj p * ψ` over one period. -/
theorem integral_eq_overlap (p ψ : ℤ →₀ ℂ) :
    ∫ x in (0 : ℝ)..1, conj (wave p x) * wave ψ x = overlap p ψ := by
  have hcont : ∀ n : ℤ, Continuous (mode n) := fun n =>
    Complex.continuous_exp.comp (continuous_const.mul Complex.continuous_ofReal)
  -- a plane wave integrates to zero unless it is constant
  have hint : ∀ n : ℤ, ∫ x in (0 : ℝ)..1, mode n x = if n = 0 then 1 else 0 := by
    intro n
    split_ifs with h
    · subst h
      simp [mode]
    · have hc : 2 * (Real.pi : ℂ) * Complex.I * n ≠ 0 :=
        mul_ne_zero Complex.two_pi_I_ne_zero (Int.cast_ne_zero.2 h)
      have h1 : Complex.exp (2 * (Real.pi : ℂ) * Complex.I * n) = 1 :=
        Complex.exp_eq_one_iff.2 ⟨n, by ring⟩
      unfold mode
      rw [integral_exp_mul_complex hc, Complex.ofReal_one, mul_one, h1, Complex.ofReal_zero,
        mul_zero, Complex.exp_zero, sub_self, zero_div]
  simp_rw [conj_wave_mul]
  have hterm : ∀ l k : ℤ, Continuous fun x : ℝ => conj (p l) * ψ k * mode (k - l) x :=
    fun l k => continuous_const.mul (hcont (k - l))
  rw [intervalIntegral.integral_finsetSum]
  swap
  · intro l _
    exact (continuous_finsetSum _ fun k _ => hterm l k).intervalIntegrable _ _
  refine Finset.sum_congr rfl fun l _ => ?_
  rw [intervalIntegral.integral_finsetSum]
  swap
  · intro k _
    exact (hterm l k).intervalIntegrable _ _
  simp_rw [intervalIntegral.integral_const_mul, hint]
  rw [Finset.sum_eq_single l]
  · simp
  · intro k _ hk
    rw [if_neg (sub_ne_zero.2 hk), mul_zero]
  · intro hl
    simp [Finsupp.notMem_support_iff.1 hl]
```

The grid average of a plane wave follows the geometric sum above: `hone` says that \(z=1\) exactly when \(N\) divides \(n\), and `mul_neg_geom_sum` supplies the other case.

```lean
/-- The grid average of a plane wave is one if `N` divides its frequency and zero otherwise. -/
theorem grid_average_mode {N : ℕ} (hN : 0 < N) (n : ℤ) :
    (∑ j ∈ Finset.range N, mode n ((j : ℝ) / N)) / N = if (N : ℤ) ∣ n then 1 else 0 := by
  have hNc : (N : ℂ) ≠ 0 := by exact_mod_cast hN.ne'
  obtain ⟨z, hz⟩ : ∃ z, z = Complex.exp (2 * Real.pi * Complex.I * n / N) := ⟨_, rfl⟩
  have hpow : ∀ j : ℕ, mode n ((j : ℝ) / N) = z ^ j := by
    intro j
    rw [mode, hz, ← Complex.exp_nat_mul]
    congr 1
    push_cast
    ring
  have hone : z = 1 ↔ (N : ℤ) ∣ n := by
    rw [hz, Complex.exp_eq_one_iff]
    constructor
    · rintro ⟨m, hm⟩
      rw [div_eq_iff hNc] at hm
      have h2 : (n : ℂ) = N * m := by
        apply mul_left_cancel₀ Complex.two_pi_I_ne_zero
        linear_combination hm
      exact ⟨m, by exact_mod_cast h2⟩
    · rintro ⟨m, rfl⟩
      refine ⟨m, ?_⟩
      rw [div_eq_iff hNc]
      push_cast
      ring
  rw [Finset.sum_congr rfl fun j _ => hpow j]
  split_ifs with h
  · rw [hone.2 h]
    simp [hNc]
  · -- a geometric sum over a nontrivial root of unity
    have hzN : z ^ N = 1 := by
      rw [hz, ← Complex.exp_nat_mul, mul_div_assoc', mul_comm (N : ℂ), mul_div_assoc,
        div_self hNc, mul_one]
      exact Complex.exp_eq_one_iff.2 ⟨n, by ring⟩
    have hg := mul_neg_geom_sum z N
    rw [hzN, sub_self] at hg
    have hne : 1 - z ≠ 0 := sub_ne_zero.2 fun e => h (hone.1 e.symm)
    rw [(mul_eq_zero.1 hg).resolve_left hne, zero_div]
```

Exchanging the sums and applying this average to each plane wave gives \(\sum_l\bar p_lA_l\).

```lean
/-- On the grid, each projector component `p l` meets the aliased coefficient of `ψ` at `l`. -/
theorem gridOverlap_eq {N : ℕ} (hN : 0 < N) (p ψ : ℤ →₀ ℂ) :
    gridOverlap N p ψ = ∑ l ∈ p.support, conj (p l) * aliased N ψ l := by
  unfold gridOverlap aliased
  simp_rw [conj_wave_mul]
  rw [Finset.sum_comm, Finset.sum_div]
  refine Finset.sum_congr rfl fun l _ => ?_
  rw [Finset.sum_comm, Finset.sum_div, Finset.mul_sum]
  refine Finset.sum_congr rfl fun k _ => ?_
  rw [← Finset.mul_sum, mul_div_assoc, grid_average_mode hN]
  split_ifs <;> simp
```

## At most one frequency contributes

If \(\psi\) has a single frequency \(k_0\) congruent to \(l\) modulo \(N\), the aliased sum reduces to \(\psi_{k_0}\).

```lean
/-- If `k₀` is the only frequency of `ψ` equal to `l` modulo `N`, the aliased coefficient
at `l` is `ψ k₀`. -/
theorem aliased_of_unique {N : ℕ} {ψ : ℤ →₀ ℂ} {l k₀ : ℤ} (hd : (N : ℤ) ∣ k₀ - l)
    (hu : ∀ k ∈ ψ.support, (N : ℤ) ∣ k - l → k = k₀) : aliased N ψ l = ψ k₀ := by
  unfold aliased
  rw [Finset.sum_eq_single k₀, if_pos hd]
  · intro k hk hne
    exact if_neg fun h => hne (hu k hk h)
  · intro h
    rw [if_pos hd]
    exact Finsupp.notMem_support_iff.1 h
```

Inside the window \(|l|<N-K\) the only frequency of \(\psi\) that can be congruent to \(l\) is \(l\) itself, since a multiple of \(N\) smaller than \(N\) in modulus is zero. Hence \(A_l=\psi_l\), and both are zero if \(l\) lies in the gap.

```lean
/-- For `|l| < N - K` the aliased coefficient of a band-limited `ψ` is the true one. -/
theorem aliased_inside {N K : ℕ} {ψ : ℤ →₀ ℂ} (hψ : BandLimited K ψ) {l : ℤ}
    (hl : |l| < (N : ℤ) - K) : aliased N ψ l = ψ l := by
  refine aliased_of_unique (by simp) fun k hk hd => ?_
  have h1 : |k| ≤ K := not_lt.1 fun h => Finsupp.mem_support_iff.1 hk (hψ k h)
  have h2 : |k - l| < N := by linarith [abs_sub k l]
  exact sub_eq_zero.1 (Int.eq_zero_of_abs_lt_dvd hd h2)
```

For general \(l\), the proof distinguishes whether some frequency of \(\psi\) is congruent to \(l\). If so, `hu` shows that it is unique; if not, \(A_l=0\).

```lean
/-- If `ψ` has only frequencies `|k| ≤ K` and `2K < N`, any bound `B` on the moduli of its
coefficients also bounds the moduli of its aliased coefficients. -/
theorem norm_aliased_le {N K : ℕ} (hNK : 2 * K < N) {ψ : ℤ →₀ ℂ} (hψ : BandLimited K ψ)
    {B : ℝ} (hB : ∀ k, ‖ψ k‖ ≤ B) (l : ℤ) : ‖aliased N ψ l‖ ≤ B := by
  have hNK' : 2 * (K : ℤ) < N := by exact_mod_cast hNK
  have hb : ∀ k ∈ ψ.support, |k| ≤ (K : ℤ) := fun k hk =>
    not_lt.1 fun h => Finsupp.mem_support_iff.1 hk (hψ k h)
  by_cases h : ∃ k ∈ ψ.support, (N : ℤ) ∣ k - l
  · obtain ⟨k, hk, hd⟩ := h
    -- two frequencies in the band cannot alias to the same `l`
    have hu : ∀ k' ∈ ψ.support, (N : ℤ) ∣ k' - l → k' = k := by
      intro k' hk' hd'
      have h3 : (N : ℤ) ∣ k' - k := by
        have h4 := dvd_sub hd' hd
        rwa [sub_sub_sub_cancel_right] at h4
      have h5 : |k' - k| < N := by linarith [abs_sub k' k, hb k hk, hb k' hk']
      exact sub_eq_zero.1 (Int.eq_zero_of_abs_lt_dvd h3 h5)
    rw [aliased_of_unique hd hu]
    exact hB k
  · have h0 : aliased N ψ l = 0 :=
      Finset.sum_eq_zero fun k hk => if_neg fun hd => h ⟨k, hk, hd⟩
    rw [h0, norm_zero]
    exact (norm_nonneg _).trans (hB 0)
```

## The bound, the gap and the edge

The main theorem accepts any `B` with \(|\psi_k|\le B\) for all \(k\), in particular the maximum. It compares the two overlaps term by term, splitting at \(|l|=N-K\).

```lean
/-- If `ψ` has only frequencies `|k| ≤ K` and `2K < N`, the grid overlap differs from the exact one
by at most a bound on the coefficient moduli of `ψ` times the sum of the projector moduli `|p l|`
over `|l| ≥ N - K`. -/
theorem window_error_bound {N K : ℕ} (hNK : 2 * K < N) (p : ℤ →₀ ℂ) {ψ : ℤ →₀ ℂ}
    (hψ : BandLimited K ψ) {B : ℝ} (hB : ∀ k, ‖ψ k‖ ≤ B) :
    ‖gridOverlap N p ψ - overlap p ψ‖ ≤
      B * ∑ l ∈ p.support with (N : ℤ) - K ≤ |l|, ‖p l‖ := by
  have hNK' : 2 * (K : ℤ) < N := by exact_mod_cast hNK
  rw [gridOverlap_eq (by omega), overlap, ← Finset.sum_sub_distrib, Finset.mul_sum,
    Finset.sum_filter]
  refine norm_sum_le_of_le _ fun l _ => ?_
  split_ifs with h
  · -- outside the window the exact term vanishes and the aliased one is bounded
    rw [hψ l (by linarith), mul_zero, sub_zero, norm_mul, RCLike.norm_conj, mul_comm]
    exact mul_le_mul_of_nonneg_right (norm_aliased_le hNK hψ hB l) (norm_nonneg _)
  · rw [aliased_inside hψ (not_le.1 h), sub_self, norm_zero]
```

The freedom in the gap is stated for two projectors `p` and `q` that agree outside it. Both overlaps are written over the union of their supports, where each term either has equal coefficients or vanishes.

```lean
/-- Two projectors that differ only at frequencies `K < |l| < N - K` have the same grid
overlap with every `ψ` of frequencies up to `K`. -/
theorem gap_components_free {N K : ℕ} (hN : 0 < N) {p q ψ : ℤ →₀ ℂ} (hψ : BandLimited K ψ)
    (hpq : ∀ l : ℤ, |l| ≤ K ∨ (N : ℤ) - K ≤ |l| → p l = q l) :
    gridOverlap N p ψ = gridOverlap N q ψ := by
  -- write both overlaps as sums over a common set of frequencies
  have e : ∀ r : ℤ →₀ ℂ, r.support ⊆ p.support ∪ q.support → gridOverlap N r ψ =
      ∑ l ∈ p.support ∪ q.support, conj (r l) * aliased N ψ l := by
    intro r hr
    rw [gridOverlap_eq hN]
    exact Finset.sum_subset hr fun l _ hl => by simp [Finsupp.notMem_support_iff.1 hl]
  rw [e p Finset.subset_union_left, e q Finset.subset_union_right]
  refine Finset.sum_congr rfl fun l _ => ?_
  by_cases h : |l| ≤ K ∨ (N : ℤ) - K ≤ |l|
  · rw [hpq l h]
  · rw [not_or, not_le, not_le] at h
    rw [aliased_inside hψ h.2, hψ l h.1, mul_zero, mul_zero]
```

Finally, a unit projector component at \(N-K\) aliases onto a unit wave at \(-K\). The error is 1, and for \(2K<N\) the bound with \(B=1\) is also 1, so it is attained.

```lean
/-- A unit projector component at `N - K` and a unit wave at `-K` have grid overlap one and
exact overlap zero. -/
theorem window_edge_sharp {N : ℕ} (hN : 0 < N) (K : ℕ) :
    gridOverlap N (Finsupp.single ((N : ℤ) - K) 1) (Finsupp.single (-(K : ℤ)) 1) = 1 ∧
      overlap (Finsupp.single ((N : ℤ) - K) 1) (Finsupp.single (-(K : ℤ)) 1) = 0 := by
  have hs : ∀ a : ℤ, (Finsupp.single a (1 : ℂ)).support = {a} := fun a =>
    Finsupp.support_single a one_ne_zero
  constructor
  · have hd : (N : ℤ) ∣ -(K : ℤ) - ((N : ℤ) - K) := ⟨-1, by ring⟩
    rw [gridOverlap_eq hN, hs, Finset.sum_singleton, aliased_of_unique hd]
    · simp
    · intro k hk _
      rw [hs] at hk
      exact Finset.mem_singleton.1 hk
  · have hne : (N : ℤ) - K ≠ -(K : ℤ) := by omega
    rw [overlap, hs, Finset.sum_singleton, Finsupp.single_apply, Finsupp.single_apply,
      if_neg hne.symm, mul_zero]

end

end KingSmithWindow
```

```lean
#print axioms KingSmithWindow.gridOverlap_eq
#print axioms KingSmithWindow.window_error_bound
#print axioms KingSmithWindow.gap_components_free
#print axioms KingSmithWindow.window_edge_sharp
```

```
'KingSmithWindow.gridOverlap_eq' depends on axioms: [propext, Classical.choice, Quot.sound]
'KingSmithWindow.window_error_bound' depends on axioms: [propext, Classical.choice, Quot.sound]
'KingSmithWindow.gap_components_free' depends on axioms: [propext, Classical.choice, Quot.sound]
'KingSmithWindow.window_edge_sharp' depends on axioms: [propext, Classical.choice, Quot.sound]
```
